# Enlarging a Nodal Pocket Lowers an Oscillator Trial Energy Below 3/2 at First Order in the Node Shift

For the harmonic oscillator H = −(1/2) d²/dx² + x²/2, in units where ħ = m = ω = 1, take the trial state

ψ(x) = (x + δ) exp(−x²/2)

on the pocket x > −δ to the right of its node, and let R(δ) = ∫ψHψ / ∫ψ² be its energy there. For every δ > 0,

R(δ) < 3/2, and (R(δ) − 3/2)/δ → −2/√π as δ → 0.

The number 3/2 is the first excited level, whose exact node is at the origin. A positive δ moves the node to the left and enlarges the pocket.

This bears on fixed-node diffusion Monte Carlo for excited states, here for one particle in one dimension and a one-parameter trial state: an energy computed in a single pocket need not be an upper bound to the excited level when the node is misplaced.

## The pocket energy in closed form

Differentiating twice gives

ψ′ = (1 − x(x + δ)) exp(−x²/2)

ψ″ = (x³ + δx² − 3x − δ) exp(−x²/2).

In Hψ the cubic and quadratic terms cancel against x²ψ/2, which leaves (3x + δ)/2 times the Gaussian:

Hψ = (3/2)ψ − δ exp(−x²/2).

Multiply by ψ and integrate. All integrals below run from −δ to ∞. With

S = ∫(x + δ) exp(−x²) dx, N = ∫(x + δ)² exp(−x²) dx,

the energy is

R(δ) = 3/2 − δ S/N.

Both integrands are positive inside the pocket, so S > 0 and N > 0. Hence R(δ) − 3/2 has the sign opposite to that of δ, which proves the inequality.

For the slope, let G(δ) = ∫exp(−x²) dx be the Gaussian weight of the pocket. For constants a and b,

d/dx [−(ax + b) exp(−x²)] = (2ax² + 2bx − a) exp(−x²).

The bracket vanishes at infinity, so the right-hand side integrates to (b − aδ) exp(−δ²). Taking a = 0, b = 1/2 and adding δG gives S. Taking a = 1/2, b = δ and adding (1/2 + δ²)G gives N:

2S = exp(−δ²) + 2δG

2N = δ exp(−δ²) + (1 + 2δ²)G.

As δ → 0, G tends to √π/2, so 2S → 1 and 2N → √π/2. Therefore S/N → 2/√π, and the slope of R is −2/√π.

## Node shifts of 0.1 in either direction

Let δ = 0.1. Then exp(−0.01) ≈ 0.99005, and the series for the Gaussian integral gives

G ≈ 0.88623 + (0.1 − 0.001/3 + 0.00001/10) ≈ 0.98589.

Hence 2S ≈ 1.18723 and 2N ≈ 1.10462, so S/N ≈ 1.0748 and R ≈ 1.3925. The difference quotient is −1.0748, already near the limit −2/√π ≈ −1.1284.

The inequality fails without δ > 0. At δ = 0 the energy is exactly 3/2. At δ = −0.1, where the pocket is smaller, G ≈ 0.78656, S/N ≈ 1.1841 and R ≈ 1.6184, which is above the level.

## The oscillator, the trial state and the pocket in Lean

```lean
import Mathlib

open MeasureTheory Set Filter Topology

namespace NodalPocketEnergy

noncomputable section
```

The Hamiltonian acts on real functions of a real variable through Mathlib's `deriv`. It is a differential expression, with no Hilbert space or operator domain attached.

```lean
/-- The harmonic-oscillator Hamiltonian `-(1/2) d²/dx² + x²/2` in natural units. -/
def hamiltonian (ψ : ℝ → ℝ) (x : ℝ) : ℝ :=
  -(1 / 2) * deriv (deriv ψ) x + x ^ 2 / 2 * ψ x
```

The trial state is defined on the whole line and is not normalised.

```lean
/-- The trial state `(x + δ) exp(-x²/2)`, whose node sits at `-δ`. -/
def trial (δ x : ℝ) : ℝ := (x + δ) * Real.exp (-x ^ 2 / 2)
```

The pocket enters only through the range of integration, `Ioi (-δ)`, which is the open half-line x > −δ. Dividing by the squared norm makes `pocketEnergy` a normalised energy. It is the energy of this particular state, which equals the lowest level of the pocket only at δ = 0.

```lean
/-- The energy quotient `∫ ψ Hψ / ∫ ψ²` of the trial state over the pocket to the right
of its node. -/
def pocketEnergy (δ : ℝ) : ℝ :=
  (∫ x in Ioi (-δ), trial δ x * hamiltonian (trial δ) x) / (∫ x in Ioi (-δ), trial δ x ^ 2)
```

The function `tail` is G.

```lean
/-- The Gaussian weight `∫ exp(-x²)` of the pocket to the right of `-δ`. -/
def tail (δ : ℝ) : ℝ := ∫ x in Ioi (-δ), Real.exp (-x ^ 2)
```

## The action of H on the trial state

The next theorem is the identity for Hψ, valid at every real x and δ. In its proof `h1` differentiates the Gaussian, `h2` gives ψ′ as a function, and `h3` differentiates that function once more. The final `ring` performs the cancellation. At δ = 0 the identity is the eigenvalue equation with eigenvalue 3/2; that this is the first excited level is standard knowledge and is not proved here.

```lean
/-- The Hamiltonian returns `3/2` times the trial state, minus `δ` times a Gaussian. -/
theorem hamiltonian_trial (δ x : ℝ) :
    hamiltonian (trial δ) x = 3 / 2 * trial δ x - δ * Real.exp (-x ^ 2 / 2) := by
  have h1 : ∀ y : ℝ, HasDerivAt (fun x : ℝ => Real.exp (-x ^ 2 / 2))
      (Real.exp (-y ^ 2 / 2) * (-y)) y := by
    intro y
    have h : HasDerivAt (fun x : ℝ => -x ^ 2 / 2) (-y) y :=
      ((hasDerivAt_pow 2 y).fun_neg.div_const 2).congr_deriv (by push_cast; ring)
    exact h.exp
  have h2 : deriv (trial δ) = fun y => (1 - y * (y + δ)) * Real.exp (-y ^ 2 / 2) := by
    funext y
    have h := ((hasDerivAt_id' y).add_const δ).fun_mul (h1 y)
    have h' : HasDerivAt (trial δ) ((1 - y * (y + δ)) * Real.exp (-y ^ 2 / 2)) y :=
      h.congr_deriv (by ring)
    exact h'.deriv
  have h3 : HasDerivAt (fun y => (1 - y * (y + δ)) * Real.exp (-y ^ 2 / 2))
      ((x ^ 3 + δ * x ^ 2 - 3 * x - δ) * Real.exp (-x ^ 2 / 2)) x := by
    have hp := ((hasDerivAt_id' x).fun_mul ((hasDerivAt_id' x).add_const δ)).const_sub 1
    exact (hp.fun_mul (h1 x)).congr_deriv (by ring)
  unfold hamiltonian
  rw [h2, h3.deriv]
  unfold trial
  ring
```

## Gaussian integrals over the pocket

Splitting an integral into a sum requires each part to be integrable. This lemma supplies that for every quadratic polynomial times exp(−x²), by combining Mathlib's results for the powers 0, 1 and 2.

```lean
/-- Every quadratic polynomial times the Gaussian `exp(-x²)` is integrable on the line. -/
theorem integrable_poly_gauss (a b c : ℝ) :
    Integrable (fun x : ℝ => (a * x ^ 2 + b * x + c) * Real.exp (-x ^ 2)) := by
  have h0 : Integrable (fun x : ℝ => Real.exp (-x ^ 2)) := by
    simpa using integrable_exp_neg_mul_sq (one_pos : (0 : ℝ) < 1)
  have h1 : Integrable (fun x : ℝ => x * Real.exp (-x ^ 2)) := by
    simpa using integrable_mul_exp_neg_mul_sq (one_pos : (0 : ℝ) < 1)
  have h2 : Integrable (fun x : ℝ => x ^ 2 * Real.exp (-x ^ 2)) := by
    simpa using integrable_rpow_mul_exp_neg_mul_sq (one_pos : (0 : ℝ) < 1)
      (s := 2) (by norm_num)
  refine (((h2.const_mul a).add (h1.const_mul b)).add (h0.const_mul c)).congr
    (Eventually.of_forall fun x => ?_)
  show a * (x ^ 2 * Real.exp (-x ^ 2)) + b * (x * Real.exp (-x ^ 2))
    + c * Real.exp (-x ^ 2) = (a * x ^ 2 + b * x + c) * Real.exp (-x ^ 2)
  ring
```

The total derivative comes next. `hd` is the differentiation formula with a and b. The vanishing at infinity follows from a general fact: a function that is integrable on a half-line, with an integrable derivative, tends to zero there. The fundamental theorem of calculus then leaves the term at the node.

```lean
/-- The derivative of `-(a x + b) exp(-x²)` integrates over the pocket to its boundary term
at the node. -/
theorem integral_boundary (a b δ : ℝ) :
    ∫ x in Ioi (-δ), (2 * a * x ^ 2 + 2 * b * x + -a) * Real.exp (-x ^ 2)
      = (b - a * δ) * Real.exp (-δ ^ 2) := by
  have hd : ∀ x : ℝ, HasDerivAt (fun x : ℝ => -(a * x + b) * Real.exp (-x ^ 2))
      ((2 * a * x ^ 2 + 2 * b * x + -a) * Real.exp (-x ^ 2)) x := by
    intro x
    have hq : HasDerivAt (fun x : ℝ => -x ^ 2) (-(2 * x)) x :=
      (hasDerivAt_pow 2 x).fun_neg.congr_deriv (by push_cast; ring)
    have hl : HasDerivAt (fun x : ℝ => -(a * x + b)) (-a) x :=
      (((hasDerivAt_id' x).const_mul a).add_const b).fun_neg.congr_deriv (by ring)
    exact (hl.fun_mul hq.exp).congr_deriv (by ring)
  have hi := (integrable_poly_gauss (2 * a) (2 * b) (-a)).integrableOn (s := Ioi (-δ))
  have hf : IntegrableOn (fun x : ℝ => -(a * x + b) * Real.exp (-x ^ 2)) (Ioi (-δ)) := by
    have e : (fun x : ℝ => -(a * x + b) * Real.exp (-x ^ 2))
        = fun x => (0 * x ^ 2 + -a * x + -b) * Real.exp (-x ^ 2) := by
      funext x
      ring
    rw [e]
    exact (integrable_poly_gauss 0 (-a) (-b)).integrableOn
  -- the boundary term at infinity vanishes
  have ht := tendsto_zero_of_hasDerivAt_of_integrableOn_Ioi (fun x _ => hd x) hi hf
  rw [integral_Ioi_of_hasDerivAt_of_tendsto' (fun x _ => hd x) hi ht]
  simp only [neg_sq]
  ring
```

The formulas for S and N follow. In each proof `e` splits the integrand into a total derivative and a multiple of the Gaussian, with the same a and b as in the derivation. S is an unnormalised overlap with exp(−x²/2); the normalised one is S/√(N G).

```lean
/-- The overlap of the trial state with the Gaussian `exp(-x²/2)` on the pocket. -/
theorem integral_overlap (δ : ℝ) :
    ∫ x in Ioi (-δ), (x + δ) * Real.exp (-x ^ 2)
      = (Real.exp (-δ ^ 2) + 2 * δ * tail δ) / 2 := by
  have h0 : Integrable (fun x : ℝ => Real.exp (-x ^ 2)) := by
    simpa using integrable_poly_gauss 0 0 1
  have e : (fun x : ℝ => (x + δ) * Real.exp (-x ^ 2)) = fun x =>
      (2 * 0 * x ^ 2 + 2 * (1 / 2) * x + -0) * Real.exp (-x ^ 2)
        + δ * Real.exp (-x ^ 2) := by
    funext x
    ring
  rw [e, integral_add (integrable_poly_gauss _ _ _).integrableOn
    (h0.const_mul δ).integrableOn, integral_const_mul, integral_boundary]
  unfold tail
  ring

/-- The squared norm of the trial state on the pocket. -/
theorem integral_norm (δ : ℝ) :
    ∫ x in Ioi (-δ), (x + δ) ^ 2 * Real.exp (-x ^ 2)
      = (δ * Real.exp (-δ ^ 2) + (1 + 2 * δ ^ 2) * tail δ) / 2 := by
  have h0 : Integrable (fun x : ℝ => Real.exp (-x ^ 2)) := by
    simpa using integrable_poly_gauss 0 0 1
  have e : (fun x : ℝ => (x + δ) ^ 2 * Real.exp (-x ^ 2)) = fun x =>
      (2 * (1 / 2) * x ^ 2 + 2 * δ * x + -(1 / 2)) * Real.exp (-x ^ 2)
        + (1 / 2 + δ ^ 2) * Real.exp (-x ^ 2) := by
    funext x
    ring
  rw [e, integral_add (integrable_poly_gauss _ _ _).integrableOn
    (h0.const_mul _).integrableOn, integral_const_mul, integral_boundary]
  unfold tail
  ring
```

Positivity is read off the integrands, not the closed forms, where it is hard to see for negative δ. The inner statement `pos` says that an integrable function positive throughout the pocket has a positive integral, because the pocket has positive length. The theorem states the result for 2S and 2N.

```lean
/-- Twice the overlap and twice the squared norm are positive for every node position. -/
theorem overlap_norm_pos (δ : ℝ) :
    0 < Real.exp (-δ ^ 2) + 2 * δ * tail δ ∧
      0 < δ * Real.exp (-δ ^ 2) + (1 + 2 * δ ^ 2) * tail δ := by
  have pos : ∀ f : ℝ → ℝ, (∀ x ∈ Ioi (-δ), 0 < f x) → IntegrableOn f (Ioi (-δ)) →
      0 < ∫ x in Ioi (-δ), f x := by
    intro f hf hi
    rw [setIntegral_pos_iff_support_of_nonneg_ae
      (ae_restrict_of_forall_mem measurableSet_Ioi fun x hx => (hf x hx).le) hi]
    have hs : Function.support f ∩ Ioi (-δ) = Ioi (-δ) :=
      inter_eq_right.mpr fun x hx => (hf x hx).ne'
    rw [hs]
    simp
  have hx0 : ∀ x ∈ Ioi (-δ), 0 < x + δ := fun x hx => by linarith [mem_Ioi.1 hx]
  have i1 : Integrable (fun x : ℝ => (x + δ) * Real.exp (-x ^ 2)) := by
    convert integrable_poly_gauss 0 1 δ using 2
    ring
  have i2 : Integrable (fun x : ℝ => (x + δ) ^ 2 * Real.exp (-x ^ 2)) := by
    convert integrable_poly_gauss 1 (2 * δ) (δ ^ 2) using 2
    ring
  have hA := pos _ (fun x hx => mul_pos (hx0 x hx) (Real.exp_pos _)) i1.integrableOn
  have hB := pos _ (fun x hx => mul_pos (pow_pos (hx0 x hx) 2) (Real.exp_pos _))
    i2.integrableOn
  rw [integral_overlap] at hA
  rw [integral_norm] at hB
  constructor <;> linarith
```

## The sign of the energy error

The closed form R = 3/2 − δ(2S)/(2N) holds for every real δ. The proof rewrites both integrands with exp(−x²) = exp(−x²/2)², inserts the two integrals, and clears the denominator, which is known to be positive.

```lean
/-- Closed form of the pocket energy for every node position. -/
theorem pocketEnergy_eq (δ : ℝ) :
    pocketEnergy δ = 3 / 2 - δ * ((Real.exp (-δ ^ 2) + 2 * δ * tail δ) /
      (δ * Real.exp (-δ ^ 2) + (1 + 2 * δ ^ 2) * tail δ)) := by
  have hg : ∀ x : ℝ, Real.exp (-x ^ 2)
      = Real.exp (-x ^ 2 / 2) * Real.exp (-x ^ 2 / 2) := by
    intro x
    rw [← Real.exp_add]
    ring_nf
  have hs : ∀ x, trial δ x ^ 2 = (x + δ) ^ 2 * Real.exp (-x ^ 2) := by
    intro x
    rw [hg]
    unfold trial
    ring
  have hn : ∀ x, trial δ x * hamiltonian (trial δ) x
      = 3 / 2 * ((x + δ) ^ 2 * Real.exp (-x ^ 2)) - δ * ((x + δ) * Real.exp (-x ^ 2)) := by
    intro x
    rw [hamiltonian_trial, hg]
    unfold trial
    ring
  have i1 : Integrable (fun x : ℝ => (x + δ) * Real.exp (-x ^ 2)) := by
    convert integrable_poly_gauss 0 1 δ using 2
    ring
  have i2 : Integrable (fun x : ℝ => (x + δ) ^ 2 * Real.exp (-x ^ 2)) := by
    convert integrable_poly_gauss 1 (2 * δ) (δ ^ 2) using 2
    ring
  have hB := (overlap_norm_pos δ).2
  unfold pocketEnergy
  simp_rw [hn, hs]
  rw [integral_sub (i2.const_mul _).integrableOn (i1.const_mul _).integrableOn,
    integral_const_mul, integral_const_mul, integral_norm, integral_overlap]
  generalize δ * Real.exp (-δ ^ 2) + (1 + 2 * δ ^ 2) * tail δ = B at hB ⊢
  generalize Real.exp (-δ ^ 2) + 2 * δ * tail δ = A
  have h : A / B * B = A := div_mul_cancel₀ _ hB.ne'
  rw [div_eq_iff (by positivity)]
  linear_combination (δ / 2) * h
```

Since the quotient `q` is positive, the sign of δ decides the sign of the error. The theorem gives equivalences in both directions: the energy is below 3/2 exactly for δ > 0 and above it exactly for δ < 0.

```lean
/-- The pocket energy lies below `3/2` exactly when the node is shifted so as to enlarge the
pocket, and above `3/2` exactly when the pocket is shrunk. -/
theorem pocketEnergy_sign (δ : ℝ) :
    (pocketEnergy δ < 3 / 2 ↔ 0 < δ) ∧ (3 / 2 < pocketEnergy δ ↔ δ < 0) := by
  obtain ⟨hA, hB⟩ := overlap_norm_pos δ
  have hq := div_pos hA hB
  rw [pocketEnergy_eq]
  generalize (Real.exp (-δ ^ 2) + 2 * δ * tail δ) /
    (δ * Real.exp (-δ ^ 2) + (1 + 2 * δ ^ 2) * tail δ) = q at hq ⊢
  refine ⟨⟨fun h => ?_, fun h => ?_⟩, ⟨fun h => ?_, fun h => ?_⟩⟩
  · by_contra hn
    linarith [mul_nonneg (neg_nonneg.2 (not_lt.1 hn)) hq.le, neg_mul δ q]
  · linarith [mul_pos h hq]
  · by_contra hn
    linarith [mul_nonneg (not_lt.1 hn) hq.le]
  · linarith [mul_neg_of_neg_of_pos h hq]
```

## The slope at the exact node

The limit needs G to be continuous with G(0) = √π/2. For continuity, G(δ) is written as G(0) minus the integral from 0 to −δ, which depends continuously on its endpoint.

```lean
/-- The Gaussian weight of the pocket depends continuously on the node position and equals
`√π/2` when the node is at the origin. -/
theorem tail_continuous_and_zero : Continuous tail ∧ tail 0 = √Real.pi / 2 := by
  have h0 : Integrable (fun x : ℝ => Real.exp (-x ^ 2)) := by
    simpa using integrable_poly_gauss 0 0 1
  constructor
  · have e : tail = fun δ => tail 0 - ∫ x in (0 : ℝ)..(-δ), Real.exp (-x ^ 2) := by
      funext δ
      have h := intervalIntegral.integral_interval_add_Ioi (a := 0) (b := -δ)
        h0.integrableOn h0.integrableOn
      simp only [tail, neg_zero]
      linarith
    rw [e]
    exact continuous_const.sub ((intervalIntegral.continuous_primitive
      (fun a b => h0.intervalIntegrable) 0).comp continuous_neg)
  · simpa [tail] using integral_gaussian_Ioi 1
```

The last theorem joins the inequality and the limit. The filter `𝓝[≠] 0` means that δ approaches zero through nonzero values of either sign, so the limit from the right is included. The proof first finds the limit of −(2S)/(2N), a quotient of continuous functions whose denominator is nonzero at δ = 0, and then uses the closed form to identify it with the difference quotient wherever δ ≠ 0.

```lean
/-- For every `δ > 0` the pocket energy is strictly below `3/2`, and its deviation from `3/2`
divided by `δ` tends to `-2/√π` as `δ` tends to zero from either side. -/
theorem pocket_undercuts_linearly :
    (∀ δ > 0, pocketEnergy δ < 3 / 2) ∧
      Tendsto (fun δ => (pocketEnergy δ - 3 / 2) / δ) (𝓝[≠] 0) (𝓝 (-2 / √Real.pi)) := by
  refine ⟨fun δ hδ => (pocketEnergy_sign δ).1.2 hδ, ?_⟩
  obtain ⟨hc, hz⟩ := tail_continuous_and_zero
  have hA : Continuous fun δ : ℝ => Real.exp (-δ ^ 2) + 2 * δ * tail δ := by fun_prop
  have hB : Continuous fun δ : ℝ =>
      δ * Real.exp (-δ ^ 2) + (1 + 2 * δ ^ 2) * tail δ := by fun_prop
  have hπ : 0 < √Real.pi := Real.sqrt_pos.2 Real.pi_pos
  have h : Tendsto (fun δ : ℝ => -((Real.exp (-δ ^ 2) + 2 * δ * tail δ) /
      (δ * Real.exp (-δ ^ 2) + (1 + 2 * δ ^ 2) * tail δ))) (𝓝 0)
      (𝓝 (-(1 / (√Real.pi / 2)))) :=
    ((hA.tendsto' 0 1 (by simp)).div (hB.tendsto' 0 (√Real.pi / 2) (by simp [hz]))
      (by positivity)).neg
  have e : -(1 / (√Real.pi / 2)) = -2 / √Real.pi := by
    rw [one_div_div, neg_div]
  rw [e] at h
  -- away from zero the difference quotient is the continuous function above
  refine (h.mono_left nhdsWithin_le_nhds).congr' ?_
  filter_upwards [self_mem_nhdsWithin] with δ hδ
  have hδ' : δ ≠ 0 := hδ
  rw [pocketEnergy_eq, eq_div_iff hδ']
  ring

end

end NodalPocketEnergy
```

```lean
#print axioms NodalPocketEnergy.pocketEnergy_sign
#print axioms NodalPocketEnergy.pocket_undercuts_linearly
```

```
'NodalPocketEnergy.pocketEnergy_sign' depends on axioms: [propext, Classical.choice, Quot.sound]
'NodalPocketEnergy.pocket_undercuts_linearly' depends on axioms: [propext, Classical.choice, Quot.sound]
```

The variational principle on the pocket, which the Lean development does not treat, carries the inequality over to a fixed-node calculation: the lowest level with ψ = 0 at the node is at most R(δ), so for δ > 0 it too lies below 3/2.
